# The Number of Spin-S CSFs in a Full CI Space Is a Difference of Two Determinant Counts

Two electrons in two orbitals have four determinants with $M_S=0$ and one with $M_S=1$; the triplet accounts for one dimension in each set, so $4-1=3$ singlet configuration state functions (CSFs) remain. The file below proves this subtraction for any number of electrons in finitely many orbitals, with the spin couplings of each configuration counted by the branching diagram.

```lean
import Mathlib

open Finset

namespace CSFCounting

/-- The binomial coefficient C(n, k-1), read as 0 when k = 0. -/
def choosePred (n : ℕ) : ℕ → ℕ
  | 0 => 0
  | k + 1 => n.choose k

/-- The branching diagram: the number of ways to couple n electron spins one after another
to total spin s/2, each electron raising or lowering the spin by one half. -/
def branching : ℕ → ℕ → ℕ
  | 0, 0 => 1
  | 0, _ + 1 => 0
  | n + 1, 0 => branching n 1
  | n + 1, s + 1 => branching n s + branching n (s + 2)

/-- The configurations of K orbitals with p doubly occupied and n singly occupied orbitals:
a set of p orbitals, and a set of n orbitals among the remaining ones. -/
def configurations (K p n : ℕ) : Finset (Σ _ : Finset (Fin K), Finset (Fin K)) :=
  (Finset.powersetCard p Finset.univ).sigma fun D => Finset.powersetCard n Dᶜ

/-- The number of CSFs of a + b electrons in K orbitals with total spin (a - b)/2, for b ≤ a:
each configuration contributes the branching number of its open shells. -/
def csfCount (K a b : ℕ) : ℕ :=
  ∑ p ∈ range (b + 1),
    (configurations K p (a + b - 2 * p)).card * branching (a + b - 2 * p) (a - b)

/-- Pascal's rule, C(n+1, k) = C(n, k-1) + C(n, k), including k = 0. -/
theorem pascal (n k : ℕ) : (n + 1).choose k = choosePred n k + n.choose k := by
  cases k with
  | zero => simp [choosePred]
  | succ k => simp only [choosePred, Nat.choose_succ_succ']

/-- The absorption rule (n+1) C(n, k-1) = k C(n+1, k), including k = 0. -/
theorem absorption (n k : ℕ) : (n + 1) * choosePred n k = k * (n + 1).choose k := by
  cases k with
  | zero => simp [choosePred]
  | succ k =>
    simp only [choosePred]
    rw [Nat.add_one_mul_choose_eq, mul_comm]

/-- Choosing x + y orbitals out of m and then x of these amounts to choosing the x orbitals
first and the other y from the rest. -/
theorem choose_split (m x y : ℕ) :
    m.choose (x + y) * (x + y).choose x = m.choose x * (m - x).choose y := by
  by_cases h : x + y ≤ m
  · obtain ⟨z, rfl⟩ := Nat.exists_eq_add_of_le h
    have h1 := Nat.choose_mul_factorial_mul_factorial (show x + y ≤ x + y + z by omega)
    have h2 := Nat.choose_mul_factorial_mul_factorial (show x ≤ x + y by omega)
    have h3 := Nat.choose_mul_factorial_mul_factorial (show x ≤ x + y + z by omega)
    have h4 := Nat.choose_mul_factorial_mul_factorial (show y ≤ y + z by omega)
    rw [show x + y + z - (x + y) = z by omega] at h1
    rw [show x + y - x = y by omega] at h2
    rw [show x + y + z - x = y + z by omega] at h3 ⊢
    rw [show y + z - y = z by omega] at h4
    have hp : 0 < x.factorial * y.factorial * z.factorial := by positivity
    -- both sides times x! y! z! equal (x + y + z)!
    apply Nat.eq_of_mul_eq_mul_right hp
    calc _ = (x + y + z).choose (x + y) *
            ((x + y).choose x * x.factorial * y.factorial) * z.factorial := by ring
      _ = (x + y + z).choose x * x.factorial *
            ((y + z).choose y * y.factorial * z.factorial) := by rw [h2, h1, h4, h3]
      _ = _ := by ring
  · rw [Nat.choose_eq_zero_of_lt (show m < x + y by omega), zero_mul]
    by_cases hx : m < x
    · rw [Nat.choose_eq_zero_of_lt hx, zero_mul]
    · rw [Nat.choose_eq_zero_of_lt (show m - x < y by omega), mul_zero]

/-- Sorting the determinants with a spin-up and b ≤ a spin-down electrons in K orbitals by
the number p of doubly occupied orbitals gives C(K,a) C(K,b) in total. -/
theorem determinant_count (K a b : ℕ) (h : b ≤ a) :
    ∑ p ∈ range (b + 1), K.choose p * (K - p).choose (a + b - 2 * p) *
      (a + b - 2 * p).choose (b - p) = K.choose a * K.choose b := by
  -- place the spin-up electrons first, then the spin-down ones
  have term : ∀ p ∈ range (b + 1), K.choose p * (K - p).choose (a + b - 2 * p) *
      (a + b - 2 * p).choose (b - p) =
      K.choose a * (a.choose p * (K - a).choose (b - p)) := by
    intro p hp
    have hpb : p ≤ b := by
      have := Finset.mem_range.mp hp
      omega
    obtain ⟨x, rfl⟩ := Nat.exists_eq_add_of_le (hpb.trans h)
    obtain ⟨y, rfl⟩ := Nat.exists_eq_add_of_le hpb
    rw [show p + x + (p + y) - 2 * p = x + y by omega, show p + y - p = y by omega]
    have h1 := choose_split (K - p) x y
    have h2 := choose_split K p x
    have hs : (x + y).choose y = (x + y).choose x := Nat.choose_symm_add.symm
    rw [Nat.sub_sub] at h1
    rw [hs, mul_assoc, h1, ← mul_assoc, ← h2, mul_assoc]
  rw [Finset.sum_congr rfl term, ← Finset.mul_sum]
  by_cases ha : a ≤ K
  · -- Vandermonde's identity
    obtain ⟨m, rfl⟩ := Nat.exists_eq_add_of_le ha
    rw [show a + m - a = m by omega, Nat.add_choose_eq a m b,
      Finset.Nat.sum_antidiagonal_eq_sum_range_succ (fun i j => a.choose i * m.choose j) b]
  · rw [Nat.choose_eq_zero_of_lt (show K < a by omega), zero_mul, zero_mul]

/-- The spin of n electrons cannot exceed n/2. -/
theorem branching_eq_zero (n s : ℕ) (h : n < s) : branching n s = 0 := by
  induction n generalizing s with
  | zero =>
    obtain ⟨t, rfl⟩ : ∃ t, s = t + 1 := ⟨s - 1, by omega⟩
    simp only [branching]
  | succ n ih =>
    obtain ⟨t, rfl⟩ : ∃ t, s = t + 1 := ⟨s - 1, by omega⟩
    simp only [branching]
    rw [ih t (by omega), ih (t + 2) (by omega)]

/-- For n = s + 2k open shells, the number of couplings to total spin s/2 is
C(n, k) - C(n, k-1). -/
theorem branching_eq (n s k : ℕ) (h : n = s + 2 * k) :
    (branching n s : ℤ) = n.choose k - choosePred n k := by
  induction n generalizing s k with
  | zero =>
    obtain rfl : s = 0 := by omega
    obtain rfl : k = 0 := by omega
    simp [branching, choosePred]
  | succ n ih =>
    cases s with
    | zero =>
      -- a singlet arises only from a doublet
      obtain ⟨j, rfl⟩ : ∃ j, k = j + 1 := ⟨k - 1, by omega⟩
      have hn : n = 2 * j + 1 := by omega
      have h1 := ih 1 j (by omega)
      have h2 := Nat.choose_symm_half j
      rw [← hn] at h2
      have h3 := pascal n j
      have h4 := Nat.choose_succ_succ' n j
      simp only [branching, choosePred]
      omega
    | succ s =>
      cases k with
      | zero =>
        have h1 := ih s 0 (by omega)
        have h2 := branching_eq_zero n (s + 2) (by omega)
        simp only [branching, choosePred, Nat.choose_zero_right] at h1 ⊢
        omega
      | succ j =>
        have h1 := ih s (j + 1) (by omega)
        have h2 := ih (s + 2) j (by omega)
        have h3 := pascal n j
        have h4 := Nat.choose_succ_succ' n j
        simp only [branching, choosePred] at h1 ⊢
        omega

/-- Summing C(n, b-p) - C(n, b-p-1) over all configurations with p doubly occupied and
n = a + b - 2p singly occupied orbitals gives C(K,a) C(K,b) - C(K,a+1) C(K,b-1), for b ≤ a. -/
theorem sum_over_configurations (K a b : ℕ) (h : b ≤ a) :
    ∑ p ∈ range (b + 1), (K.choose p : ℤ) * (K - p).choose (a + b - 2 * p) *
      ((a + b - 2 * p).choose (b - p) - choosePred (a + b - 2 * p) (b - p)) =
    K.choose a * K.choose b - K.choose (a + 1) * choosePred K b := by
  simp only [mul_sub, Finset.sum_sub_distrib]
  congr 1
  · exact_mod_cast determinant_count K a b h
  · cases b with
    | zero => simp [choosePred]
    | succ c =>
      -- the subtracted terms count determinants with one spin flipped up
      have key := congrArg (Nat.cast : ℕ → ℤ) (determinant_count K (a + 1) c (by omega))
      push_cast at key
      rw [Finset.sum_range_succ, Nat.sub_self (c + 1)]
      simp only [choosePred, Nat.cast_zero, mul_zero, add_zero]
      rw [← key]
      refine Finset.sum_congr rfl fun p hp => ?_
      have hp' := Finset.mem_range.mp hp
      rw [show c + 1 - p = (c - p) + 1 by omega,
        show a + (c + 1) - 2 * p = a + 1 + c - 2 * p by omega]

/-- The number of CSFs of a + b electrons in K orbitals with total spin (a - b)/2, b ≤ a,
is C(K,a) C(K,b) - C(K,a+1) C(K,b-1). -/
theorem csfCount_eq (K a b : ℕ) (h : b ≤ a) :
    (csfCount K a b : ℤ) =
      K.choose a * K.choose b - K.choose (a + 1) * choosePred K b := by
  -- count the configurations: closed shells first, open shells among the rest
  have card : ∀ p n, (configurations K p n).card = K.choose p * (K - p).choose n := by
    intro p n
    have hD : ∀ D ∈ Finset.powersetCard p (Finset.univ : Finset (Fin K)),
        (Finset.powersetCard n Dᶜ).card = (K - p).choose n := by
      intro D hD
      rw [Finset.card_powersetCard, Finset.card_compl, Fintype.card_fin,
        (Finset.mem_powersetCard.mp hD).2]
    unfold configurations
    rw [Finset.card_sigma, Finset.sum_congr rfl hD]
    simp
  rw [← sum_over_configurations K a b h, csfCount, Nat.cast_sum]
  refine Finset.sum_congr rfl fun p hp => ?_
  have hp' := Finset.mem_range.mp hp
  rw [Nat.cast_mul, card, Nat.cast_mul,
    branching_eq (a + b - 2 * p) (a - b) (b - p) (by omega)]

/-- The Weyl–Paldus formula: K + 1 times the number of CSFs with total spin (a - b)/2, b ≤ a,
is (a - b + 1) C(K+1, a+1) C(K+1, b). -/
theorem weyl_paldus (K a b : ℕ) (h : b ≤ a) :
    ((K : ℤ) + 1) * csfCount K a b =
      ((a : ℤ) - b + 1) * (K + 1).choose (a + 1) * (K + 1).choose b := by
  have hX1 := congrArg (Nat.cast : ℕ → ℤ) (pascal K (a + 1))
  have hX2 := congrArg (Nat.cast : ℕ → ℤ) (absorption K (a + 1))
  have hY1 := congrArg (Nat.cast : ℕ → ℤ) (pascal K b)
  have hY2 := congrArg (Nat.cast : ℕ → ℤ) (absorption K b)
  simp only [choosePred] at hX1 hX2
  simp only [Nat.cast_add, Nat.cast_mul, Nat.cast_one] at hX1 hX2 hY1 hY2
  rw [csfCount_eq K a b h]
  linear_combination (-((K : ℤ) + 1) * K.choose a) * hY1 +
    (((K : ℤ) + 1) * choosePred K b) * hX1 +
    ((K + 1).choose b : ℤ) * hX2 - ((K + 1).choose (a + 1) : ℤ) * hY2

end CSFCounting
```

```lean
#print axioms CSFCounting.determinant_count
#print axioms CSFCounting.weyl_paldus
```

```
'CSFCounting.determinant_count' depends on axioms: [propext, Classical.choice, Quot.sound]
'CSFCounting.weyl_paldus' depends on axioms: [propext, Classical.choice, Quot.sound]
```

## The count as a sum over configurations

Let $K$ be the number of spatial orbitals, $a$ the number of spin-up electrons and $b\le a$ the number of spin-down electrons. These numbers fix $M_S=(a-b)/2$, and the CSFs to be counted are those with total spin $S=(a-b)/2$. If $p$ orbitals are doubly occupied, $n=a+b-2p$ are singly occupied. Write $f(n,s)$ for the number of ways to couple $n$ open-shell electrons to spin $s/2$, so that $s=2S$. The theorem `csfCount_eq` says that

$$\sum_{p=0}^{b}\binom Kp\binom{K-p}{n}f(n,a-b)=\binom Ka\binom Kb-\binom K{a+1}\binom K{b-1},$$

where $\binom{K}{-1}$ is read as 0. The theorem `sum_over_configurations` is the same identity with $f(n,a-b)$ replaced by $\binom n{b-p}-\binom n{b-p-1}$.

In Lean, `configurations K p n` is a finite set of pairs: a set of $p$ closed-shell orbitals in `Fin K`, and a set of $n$ open-shell orbitals in its complement. The function `branching n s` is $f(n,s)$, defined by the recursion of the branching diagram, and `csfCount K a b` adds up the number of configurations times the branching number. The function `choosePred n k` is $\binom n{k-1}$ with the value 0 at $k=0$, which brings in the high-spin case $b=0$. The differences are taken in the integers, so they are not truncated at zero.

The only hypothesis is `b ≤ a`. It makes $S=(a-b)/2$ non-negative. Each multiplet is counted once, not $2S+1$ times, because $f(n,s)$ counts spin couplings and not their $M_S$ components.

The space is that of full CI in $K$ orbitals, without point-group symmetry or excitation limits. The spin functions themselves are not constructed. That $f(n,s)$ is the number of linearly independent spin eigenfunctions of $n$ electrons with total spin $s/2$ and one fixed allowed $M_S$ is the standard result of angular momentum coupling, and it enters here through the definition of `csfCount`.

## Spin couplings of the open shells

Each added electron raises or lowers the spin by one half, and the spin never becomes negative. Hence $f(0,0)=1$, $f(0,s+1)=0$, $f(n+1,0)=f(n,1)$ and $f(n+1,s+1)=f(n,s)+f(n,s+2)$. For $n=s+2k$ the solution is

$$f(n,s)=\binom nk-\binom n{k-1}.$$

This is `branching_eq`, proved by induction on $n$. The case $n=0$ is immediate, and the step to $n+1$ electrons has three cases.

- **Spin zero.** Here $n+1=2k$. Put $k=j+1$, so $n=2j+1$. The recursion gives $f(n,1)=\binom nj-\binom n{j-1}$. By Pascal's rule the target $\binom{n+1}{j+1}-\binom{n+1}{j}$ equals $\binom n{j+1}-\binom n{j-1}$, and the two agree because $\binom{2j+1}{j+1}=\binom{2j+1}{j}$.
- **Maximal spin.** Here $k=0$, and the number sought is $f(n+1,n+1)$, with target value 1. One path arrives from $f(n,n)=1$, and $f(n,n+2)=0$ by `branching_eq_zero`, since $n$ electrons cannot exceed spin $n/2$.
- **All other spins.** With $k=j+1$, the two contributions are $\binom n{j+1}-\binom nj$ and $\binom nj-\binom n{j-1}$. Their sum is $\binom n{j+1}-\binom n{j-1}$, which is again the target by Pascal's rule.

In the Lean proof, Pascal's rule, the induction hypotheses, `branching_eq_zero` and Mathlib's `Nat.choose_symm_half` supply these equations, and `omega` combines them as linear arithmetic with the binomials as unknowns.

## Determinants sorted by double occupation

A determinant with $p$ doubly occupied orbitals is fixed by its configuration and by the choice of which $b-p$ open shells carry spin down. There are $\binom Kp\binom{K-p}n\binom n{b-p}$ of them. They can also be counted by placing the spin-up electrons first: choose their $a$ orbitals, then the $p$ of these that also receive a spin-down electron, then $b-p$ of the other $K-a$ orbitals for the remaining spin-down electrons. Therefore

$$\binom Kp\binom{K-p}n\binom n{b-p}=\binom Ka\binom ap\binom{K-a}{b-p}.$$

The algebra rests on `choose_split`,

$$\binom m{x+y}\binom{x+y}x=\binom mx\binom{m-x}y,$$

where for $m\ge x+y$ both sides equal $m!/(x!\,y!\,(m-x-y)!)$, and otherwise both vanish. Since $n=(a-p)+(b-p)$, the factor $\binom n{b-p}$ equals $\binom n{a-p}$. The rule with $m=K-p$, $x=a-p$ and $y=b-p$ then separates the two spins, and with $m=K$, $x=p$ and $y=a-p$ it turns $\binom Kp\binom{K-p}{a-p}$ into $\binom Ka\binom ap$.

For $a\le K$, Vandermonde's identity $\sum_p\binom ap\binom{K-a}{b-p}=\binom Kb$ then gives the total $\binom Ka\binom Kb$. For $a>K$ both sides are zero. This is `determinant_count`.

## Subtracting the higher spins

Insert the branching formula with $k=b-p$, which is allowed because $n=(a-b)+2(b-p)$. The sum splits into two parts.

The first part, with $\binom n{b-p}$, is the determinant count $\binom Ka\binom Kb$. In the second part, with $\binom n{b-p-1}$, the term $p=b$ vanishes. For $b\ge1$ the other terms are those of a determinant count with $a+1$ spin-up and $b-1$ spin-down electrons, since $n=(a+1)+(b-1)-2p$ is unchanged. They add up to $\binom K{a+1}\binom K{b-1}$. For $b=0$ the second part is zero.

This is the proof of `sum_over_configurations`, which uses `determinant_count` twice. To reach `csfCount_eq`, Lean shows that `configurations K p n` has $\binom Kp\binom{K-p}n$ elements, by choosing the closed shells first, and applies `branching_eq` term by term.

The physical reading is that of the two-electron example. Every multiplet with spin $S+1$ or higher has one component at $M_S=S$ and one at $M_S=S+1$, so subtracting the two determinant counts leaves the multiplets of spin exactly $S$.

## The Weyl–Paldus product

Put $X=\binom{K+1}{a+1}$ and $Y=\binom{K+1}b$. Pascal's rule gives $\binom Kb=Y-\binom K{b-1}$ and $\binom K{a+1}=X-\binom Ka$. In the difference the products $\binom Ka\binom K{b-1}$ cancel, leaving

$$\binom KaY-X\binom K{b-1}.$$

Now multiply by $K+1$. The absorption rule gives $(K+1)\binom Ka=(a+1)X$ and $(K+1)\binom K{b-1}=bY$, so

$$(K+1)\cdot\text{count}=(a-b+1)\,XY .$$

This is `weyl_paldus`, stated without division. The factor $a-b+1$ is the multiplicity $2S+1$. The Lean proof passes the two Pascal and two absorption equations to `linear_combination`.

## Sizing a CI vector

In a full CI or complete-active-space calculation without spatial symmetry, the formula gives the length of the CSF coefficient vector before any configuration is generated. For a complete active space, $K$ and $a+b$ count only the active orbitals and the active electrons. For singlets of six electrons in six orbitals, $a=b=3$ and $K=6$: there are $20\cdot20=400$ determinants with $M_S=0$ and $400-15\cdot15=175$ CSFs.

A configuration-driven code builds the same number block by block, giving each configuration as many coefficients as its open shells have couplings:

| $p$ | $n$ | configurations | couplings | CSFs |
|---|---|---|---|---|
| 3 | 0 | 20 | 1 | 20 |
| 2 | 2 | 90 | 1 | 90 |
| 1 | 4 | 30 | 2 | 60 |
| 0 | 6 | 1 | 5 | 5 |

The running sum of the block lengths gives the offset of each configuration in the vector, and its final value can be compared with the closed formula to test the enumeration. If whole configurations are removed by Abelian point-group symmetry, with symmetry-adapted orbitals, or by an excitation limit, the block lengths stay the same, but the sum must be taken over the configurations that remain.
